# For N identical independent fragments with nonzero gradient, the linear-method step vanishes as 1/√N and the stochastic-reconfiguration step is independent of N

In a variational Monte Carlo optimisation by the linear method, the code diagonalises a Hamiltonian matrix in the space of the current wave function and its parameter derivatives, which are taken here to be orthogonal to the current wave function. In the basic version, it divides the lowest eigenvector by its first component and adds the remaining components to the parameters. Stochastic reconfiguration instead solves a linear system with the overlap matrix. For non-interacting identical fragments whose states depend on one parameter each, with exact matrix elements, a nonzero gradient and a fixed time step in stochastic reconfiguration, the two updates scale differently with system size.

```lean
import Mathlib

open Matrix Filter Topology

namespace LinearMethodSizeScaling

noncomputable section
```

## The lowest generalized eigenvector

The linear method solves \(Hv=E\,Sv\) with \(v\neq0\), where \(S\) is the overlap matrix. All quantities are real.

```lean
/-- A generalized eigenpair: a nonzero vector `v` with `H v = E S v`. -/
def IsGenEigen {n : Type*} [Fintype n] (H S : Matrix n n ℝ) (E : ℝ) (v : n → ℝ) : Prop :=
  v ≠ 0 ∧ H *ᵥ v = E • (S *ᵥ v)
```

"Lowest" means that \(E\) is at most every other generalized eigenvalue.

```lean
/-- A generalized eigenpair whose energy is at most every generalized eigenvalue. -/
def IsLowest {n : Type*} [Fintype n] (H S : Matrix n n ℝ) (E : ℝ) (v : n → ℝ) : Prop :=
  IsGenEigen H S E v ∧ ∀ E' w, IsGenEigen H S E' w → E ≤ E'
```

## Matrices for a product of fragments

Let \(\Psi=\prod_i\varphi_i\) be a product of \(N\) copies of a normalised real fragment state \(\varphi\), all depending on one parameter. Let \(\varphi'\) be the parameter derivative, orthogonal to \(\varphi\), and let \(\hat h\) and \(e\) be the fragment Hamiltonian and its current energy. Define
\[
g=\langle\varphi|\hat h|\varphi'\rangle,\qquad h=\langle\varphi'|\hat h-e|\varphi'\rangle,\qquad s=\langle\varphi'|\varphi'\rangle .
\]
Here \(Ng\) is half the derivative of the total energy. Cross terms between different fragments vanish by orthogonality, so with energies measured from the current one
\[
H=\begin{pmatrix}0&Ng\\Ng&Nh\end{pmatrix},\qquad S=\begin{pmatrix}1&0\\0&Ns\end{pmatrix}.
\]
The Lean file takes these matrices as definitions; the product state is the physics they stand for.

```lean
/-- Linear-method Hamiltonian for one parameter shared by `N` fragments,
with energies measured from the current one. -/
def linH (g h : ℝ) (N : ℕ) : Matrix (Fin 2) (Fin 2) ℝ := !![0, N * g; N * g, N * h]

/-- Overlap matrix for one parameter shared by `N` fragments. -/
def linS (s : ℝ) (N : ℕ) : Matrix (Fin 2) (Fin 2) ℝ := !![1, 0; 0, N * s]
```

If each fragment has its own parameter, the space has dimension \(N+1\). The current state, indexed by `Unit`, couples to each derivative state, indexed by `Fin N`, through \(g\), and the derivative states don't couple to one another.

```lean
/-- Linear-method Hamiltonian for `N` independent fragments with one parameter each. -/
def fragH (g h : ℝ) (N : ℕ) : Matrix (Unit ⊕ Fin N) (Unit ⊕ Fin N) ℝ :=
  Matrix.fromBlocks 0 (Matrix.of fun _ _ => g) (Matrix.of fun _ _ => g) (h • 1)

/-- Overlap matrix for `N` independent fragments with one parameter each. -/
def fragS (s : ℝ) (N : ℕ) : Matrix (Unit ⊕ Fin N) (Unit ⊕ Fin N) ℝ :=
  Matrix.fromBlocks 1 0 0 (s • 1)
```

## The secular equation and its lower root

Let \(N\ge1\) and \(g\neq0\); then \(\varphi'\neq0\), so \(s>0\). The eigenvector results below assume these conditions. For \(v=(1,p)\) the two rows read \(Ngp=E\) and \(Ng+Nhp=ENsp\). Inserting \(p=E/(Ng)\) into the second gives
\[
sE^2-hE-Ng^2=0 ,
\]
whose lower root and corresponding step are
\[
E_N=\frac{h-\sqrt{h^2+4Ng^2s}}{2s},\qquad p_N=\frac{E_N}{Ng}.
\]

```lean
/-- Closed form of the energy change predicted by the linear method. -/
def linEnergy (g s h : ℝ) (N : ℕ) : ℝ := (h - √(h ^ 2 + 4 * N * g ^ 2 * s)) / (2 * s)

/-- Closed form of the linear-method parameter step. -/
def linStep (g s h : ℝ) (N : ℕ) : ℝ := linEnergy g s h N / (N * g)
```

Any root \(E\) satisfies \((h-2sE)^2=h^2+4Ng^2s\). Hence \(h-2sE\le\sqrt{h^2+4Ng^2s}\), which rearranges to \(E_N\le E\). The proof follows the same path through `Real.abs_le_sqrt`.

```lean
/-- The predicted energy is a lower bound on the roots of the secular equation
`s E² - h E - N g² = 0`. -/
theorem linEnergy_le_root {g s h E : ℝ} {N : ℕ} (hs : 0 < s)
    (hE : s * E ^ 2 - h * E - N * g ^ 2 = 0) : linEnergy g s h N ≤ E := by
  have h1 : |h - 2 * s * E| ≤ √(h ^ 2 + 4 * N * g ^ 2 * s) := by
    apply Real.abs_le_sqrt
    apply le_of_eq
    linear_combination (4 * s) * hE
  have h2 := le_trans (le_abs_self _) h1
  unfold linEnergy
  rw [div_le_iff₀ (by positivity)]
  linarith
```

Conversely, squaring the square root in the definition shows that \(E_N\) solves the quadratic. Dividing by \(Ng\) gives the second row per fragment, \(g+hp_N=E_Nsp_N\).

```lean
/-- The closed-form step and energy satisfy the parameter row of the eigenproblem,
per fragment. -/
theorem linStep_balance {g s h : ℝ} {N : ℕ} (hg : g ≠ 0) (hs : 0 < s) (hN : 1 ≤ N) :
    g + h * linStep g s h N = linEnergy g s h N * (s * linStep g s h N) := by
  have hn : (N : ℝ) ≠ 0 := Nat.cast_ne_zero.mpr (by omega)
  have hD : √(h ^ 2 + 4 * N * g ^ 2 * s) ^ 2 = h ^ 2 + 4 * N * g ^ 2 * s :=
    Real.sq_sqrt (by positivity)
  have h1 : 2 * s * linEnergy g s h N = h - √(h ^ 2 + 4 * N * g ^ 2 * s) :=
    mul_div_cancel₀ _ (by positivity)
  have a : N * g * linStep g s h N = linEnergy g s h N :=
    mul_div_cancel₀ _ (mul_ne_zero hn hg)
  -- the energy solves the secular equation
  have r : 4 * s * (s * linEnergy g s h N ^ 2 - h * linEnergy g s h N - N * g ^ 2) = 0 := by
    linear_combination (2 * s * linEnergy g s h N
      + (h - √(h ^ 2 + 4 * N * g ^ 2 * s)) - 2 * h) * h1 + hD
  have r' := (mul_eq_zero.mp r).resolve_left (by positivity)
  apply mul_left_cancel₀ (mul_ne_zero hn hg)
  linear_combination (h - linEnergy g s h N * s) * a - r'
```

## The collective step is determined uniquely

For a general vector \((v_0,v_1)\) the rows are \(Ngv_1=Ev_0\) and \(Ngv_0+Nhv_1=ENsv_1\).

```lean
/-- The two rows of the collective linear-method eigenproblem. -/
theorem linear_eigen_iff (g s h E : ℝ) (N : ℕ) (v : Fin 2 → ℝ) :
    linH g h N *ᵥ v = E • (linS s N *ᵥ v) ↔
      N * g * v 1 = E * v 0 ∧ N * g * v 0 + N * h * v 1 = E * (N * s * v 1) := by
  simp [linH, linS, funext_iff, Fin.forall_fin_two, dotProduct, Fin.sum_univ_two]
```

If \(v_1=0\), the second row forces \(v_0=0\), so an eigenvector has \(v_1\neq0\). Eliminating \(v_0\) gives \(Nv_1(sE^2-hE-Ng^2)=0\), and every eigenvalue is therefore at least \(E_N\). In the proof, `ex` shows that \((1,p_N)\) is an eigenvector and `bound` is this inequality. Together they give \(E=E_N\), and the first row then fixes \(p=p_N\). The equivalence also shows that a lowest eigenvector of the form \((1,p)\) exists for every \(N\ge1\).

```lean
/-- The vector `(1, p)` is the lowest generalized eigenvector exactly when its energy and
step are given by the closed forms. -/
theorem linear_lowest_iff {g s h E p : ℝ} {N : ℕ} (hg : g ≠ 0) (hs : 0 < s) (hN : 1 ≤ N) :
    IsLowest (linH g h N) (linS s N) E ![1, p] ↔
      E = linEnergy g s h N ∧ p = linStep g s h N := by
  have hn : (N : ℝ) ≠ 0 := Nat.cast_ne_zero.mpr (by omega)
  have hng := mul_ne_zero hn hg
  have a : N * g * linStep g s h N = linEnergy g s h N := mul_div_cancel₀ _ hng
  have ex : IsGenEigen (linH g h N) (linS s N) (linEnergy g s h N)
      ![1, linStep g s h N] := by
    refine ⟨fun h0 => by simpa using congrFun h0 0, (linear_eigen_iff ..).mpr ⟨?_, ?_⟩⟩
    · change N * g * linStep g s h N = linEnergy g s h N * 1
      rw [a, mul_one]
    · change N * g * 1 + N * h * linStep g s h N
        = linEnergy g s h N * (N * s * linStep g s h N)
      linear_combination (N : ℝ) * linStep_balance (h := h) hg hs hN
  -- every eigenvalue is at least the closed-form energy
  have bound : ∀ E' w, IsGenEigen (linH g h N) (linS s N) E' w → linEnergy g s h N ≤ E' := by
    rintro E' w ⟨hw, he⟩
    obtain ⟨b, c⟩ := (linear_eigen_iff ..).mp he
    have h1 : w 1 ≠ 0 := by
      intro h1
      have h0 : w 0 = 0 := by simpa [h1, hn, hg] using c
      exact hw (funext fun i => by fin_cases i <;> simp [h0, h1])
    apply linEnergy_le_root hs
    apply mul_left_cancel₀ (mul_ne_zero hn h1)
    linear_combination -E' * c - N * g * b
  constructor
  · rintro ⟨he, hmin⟩
    have hE := le_antisymm (hmin _ _ ex) (bound _ _ he)
    have b : N * g * p = E * 1 := ((linear_eigen_iff ..).mp he.2).1
    refine ⟨hE, mul_left_cancel₀ hng ?_⟩
    rw [a, b, hE, mul_one]
  · rintro ⟨rfl, rfl⟩
    exact ⟨ex, bound⟩
```

## Separate parameters give the same step

With one parameter per fragment the rows are
\[
g\sum_i v_i=Ev_0,\qquad gv_0+hv_i=Esv_i ,
\]
where \(v_0\) now belongs to the current state and \(v_i\) to fragment \(i\).

```lean
/-- The rows of the eigenproblem with one parameter per fragment. -/
theorem fragment_eigen_iff (g s h E : ℝ) (N : ℕ) (v : Unit ⊕ Fin N → ℝ) :
    fragH g h N *ᵥ v = E • (fragS s N *ᵥ v) ↔
      g * ∑ i, v (Sum.inr i) = E * v (Sum.inl ()) ∧
      ∀ i, g * v (Sum.inl ()) + h * v (Sum.inr i) = E * (s * v (Sum.inr i)) := by
  simp [fragH, fragS, funext_iff, Matrix.mulVec, dotProduct, Fintype.sum_sum_type,
    Matrix.one_apply, Finset.mul_sum]
```

Summing the fragment rows with \(X=\sum_iv_i\) gives \(Ngv_0+hX=EsX\). If \(X\neq0\), the same quadratic follows. If \(X=0\), then \(v_0=0\) and \((h-Es)v_i=0\), so \(E=h/s\); such modes exist only for \(N\ge2\). They lie higher, because
\[
h-sE_N=\tfrac12\left(h+\sqrt{h^2+4Ng^2s}\right)>0 ,
\]
which is `gap` in the proof. At \(E=E_N\) and \(v_0=1\), each fragment row gives \(v_i=-g/(h-sE_N)\), the same number for all \(i\), and equal to \(p_N\). The small step is thus not caused by sharing the parameter.

```lean
/-- With one parameter per fragment, `(1, x)` is the lowest generalized eigenvector exactly when
each component of `x` is the collective linear-method step at the same energy. -/
theorem fragment_lowest_iff {g s h E : ℝ} {N : ℕ} (hg : g ≠ 0) (hs : 0 < s) (hN : 1 ≤ N)
    (x : Fin N → ℝ) :
    IsLowest (fragH g h N) (fragS s N) E (Sum.elim (fun _ => 1) x) ↔
      ∀ i, IsLowest (linH g h N) (linS s N) E ![1, x i] := by
  have hn : (0 : ℝ) < N := Nat.cast_pos.mpr (by omega)
  have a : N * g * linStep g s h N = linEnergy g s h N :=
    mul_div_cancel₀ _ (mul_ne_zero hn.ne' hg)
  have bal := linStep_balance (h := h) hg hs hN
  -- the closed-form energy lies below `h / s`
  have gap : linEnergy g s h N * s < h := by
    have h1 : 2 * s * linEnergy g s h N = h - √(h ^ 2 + 4 * N * g ^ 2 * s) :=
      mul_div_cancel₀ _ (by positivity)
    have h2 : -h < √(h ^ 2 + 4 * N * g ^ 2 * s) := by
      apply Real.lt_sqrt_of_sq_lt
      have : 0 < 4 * N * g ^ 2 * s := by positivity
      linarith [neg_sq h]
    linarith
  have ex : IsGenEigen (fragH g h N) (fragS s N) (linEnergy g s h N)
      (Sum.elim (fun _ => 1) (fun _ => linStep g s h N)) := by
    refine ⟨fun h0 => by simpa using congrFun h0 (Sum.inl ()),
      (fragment_eigen_iff ..).mpr ⟨?_, fun i => ?_⟩⟩
    · simp only [Sum.elim_inl, Sum.elim_inr, Finset.sum_const, Finset.card_univ,
        Fintype.card_fin, nsmul_eq_mul]
      linear_combination a
    · simp only [Sum.elim_inl, Sum.elim_inr]
      linear_combination bal
  have bound : ∀ E' w, IsGenEigen (fragH g h N) (fragS s N) E' w →
      linEnergy g s h N ≤ E' := by
    rintro E' w ⟨hw, he⟩
    obtain ⟨b, c⟩ := (fragment_eigen_iff ..).mp he
    have d : N * (g * w (Sum.inl ())) + h * ∑ i, w (Sum.inr i)
        = E' * (s * ∑ i, w (Sum.inr i)) := by
      have := Finset.sum_congr (rfl : (Finset.univ : Finset (Fin N)) = _) fun i _ => c i
      simpa [Finset.sum_add_distrib, ← Finset.mul_sum] using this
    by_cases hy : ∑ i, w (Sum.inr i) = 0
    · have h0 : w (Sum.inl ()) = 0 := by simpa [hy, hn.ne', hg] using d
      by_contra hlt
      have hlt' : E' * s < linEnergy g s h N * s :=
        mul_lt_mul_of_pos_right (not_le.mp hlt) hs
      apply hw
      funext j
      rcases j with j | i
      · exact h0
      · have hi : (h - E' * s) * w (Sum.inr i) = 0 := by
          linear_combination c i - g * h0
        exact (mul_eq_zero.mp hi).resolve_left (by linarith)
    · apply linEnergy_le_root hs
      apply mul_left_cancel₀ hy
      linear_combination -E' * d - N * g * b
  simp only [linear_lowest_iff hg hs hN]
  constructor
  · rintro ⟨he, hmin⟩ i
    have hE := le_antisymm (hmin _ _ ex) (bound _ _ he)
    have c : g * 1 + h * x i = E * (s * x i) := ((fragment_eigen_iff ..).mp he.2).2 i
    rw [hE] at c
    refine ⟨hE, mul_left_cancel₀ (sub_pos.mpr gap).ne' ?_⟩
    linear_combination c - bal
  · intro hx
    have hxe : x = fun _ => linStep g s h N := funext fun i => (hx i).2
    rw [(hx ⟨0, by omega⟩).1, hxe]
    exact ⟨ex, bound⟩
```

## The predicted energy lowering grows as √N

Dividing the closed form by \(\sqrt N\),
\[
\frac{E_N}{\sqrt N}=\frac{h/\sqrt N-\sqrt{h^2/N+4g^2s}}{2s}\;\longrightarrow\;-\frac{2|g|\sqrt s}{2s}=-\frac{|g|}{\sqrt s}.
\]
By contrast, the energy change of \(N\) independent fragments at a fixed parameter step is proportional to \(N\). In the proof, `key` takes the limit termwise and `hv` simplifies its value.

```lean
/-- The energy change predicted by the linear method, divided by `√N`, tends to
`-|g| / √s`. -/
theorem linEnergy_scaling (g h : ℝ) {s : ℝ} (hs : 0 < s) :
    Tendsto (fun N : ℕ => linEnergy g s h N / √(N : ℝ)) atTop (𝓝 (-|g| / √s)) := by
  have hr : Tendsto (fun N : ℕ => √(N : ℝ)) atTop atTop :=
    Real.tendsto_sqrt_atTop.comp tendsto_natCast_atTop_atTop
  have key : Tendsto (fun N : ℕ => (h / √(N : ℝ) - √(h ^ 2 / N + 4 * g ^ 2 * s)) / (2 * s))
      atTop (𝓝 ((0 - √(0 + 4 * g ^ 2 * s)) / (2 * s))) :=
    ((hr.const_div_atTop h).sub
      ((tendsto_const_div_atTop_nhds_zero_nat (h ^ 2)).add_const _).sqrt).div_const _
  have hv : (0 - √(0 + 4 * g ^ 2 * s)) / (2 * s) = -|g| / √s := by
    have h1 : 0 + 4 * g ^ 2 * s = (2 * |g| * √s) ^ 2 := by
      rw [mul_pow, mul_pow, sq_abs, Real.sq_sqrt hs.le]
      ring
    rw [h1, Real.sqrt_sq (by positivity),
      div_eq_div_iff (by positivity) (Real.sqrt_pos.mpr hs).ne']
    linear_combination (-2 * |g|) * Real.mul_self_sqrt hs.le
  rw [hv] at key
  refine key.congr' ?_
  filter_upwards [eventually_ge_atTop 1] with N hN
  have hn : (N : ℝ) ≠ 0 := Nat.cast_ne_zero.mpr (by omega)
  have h2 : h ^ 2 / N + 4 * g ^ 2 * s = (h ^ 2 + 4 * N * g ^ 2 * s) / N := by
    field_simp
  rw [h2, Real.sqrt_div (by positivity), linEnergy]
  ring
```

## The two updates compared

Since \(\sqrt N\,p_N=E_N/(\sqrt N\,g)\),
\[
\sqrt N\,p_N\to-\frac{|g|/g}{\sqrt s},\qquad p_N\to0 .
\]
For \(g>0\) the first limit is \(-1/\sqrt s\). Stochastic reconfiguration with time step \(\tau\) solves \(Ns\,q_N=-\tau Ng\), in which \(N\) cancels, so \(q_N=-\tau g/s\).

The theorem assumes \(g\neq0\) and \(s>0\), and allows any real \(h\) and \(\tau\). It takes arbitrary sequences `p` and `q` such that, for every \(N\ge1\), \((1,p_N)\) is a lowest eigenvector and \(q_N\) solves the linear system. The proof inserts the closed form for `p N`, divides the energy limit by \(g\), and multiplies by \(1/\sqrt N\to0\) for the second claim.

```lean
/-- As the number of fragments grows, the linear-method step times `√N` tends to
`-(|g| / g) / √s` and the step itself tends to zero, whereas the stochastic-reconfiguration
step is `-τ g / s` for every `N ≥ 1`. -/
theorem linear_step_vanishes {g s h τ : ℝ} (hg : g ≠ 0) (hs : 0 < s) {E p q : ℕ → ℝ}
    (hp : ∀ N, 1 ≤ N → IsLowest (linH g h N) (linS s N) (E N) ![1, p N])
    (hq : ∀ N : ℕ, 1 ≤ N → N * s * q N = -τ * (N * g)) :
    Tendsto (fun N : ℕ => √(N : ℝ) * p N) atTop (𝓝 (-(|g| / g) / √s)) ∧
      Tendsto p atTop (𝓝 0) ∧ ∀ N, 1 ≤ N → q N = -τ * g / s := by
  have hlim : Tendsto (fun N : ℕ => √(N : ℝ) * p N) atTop (𝓝 (-(|g| / g) / √s)) := by
    have key := (linEnergy_scaling g h hs).div_const g
    have hv : -|g| / √s / g = -(|g| / g) / √s := by ring
    rw [hv] at key
    refine key.congr' ?_
    filter_upwards [eventually_ge_atTop 1] with N hN
    have hn : (0 : ℝ) < N := Nat.cast_pos.mpr (by omega)
    have hr := Real.sqrt_pos.mpr hn
    rw [((linear_lowest_iff hg hs hN).mp (hp N hN)).2, linStep, div_div, mul_div_assoc',
      div_eq_div_iff (mul_ne_zero hr.ne' hg) (mul_ne_zero hn.ne' hg)]
    linear_combination (-(linEnergy g s h N * g)) * Real.mul_self_sqrt hn.le
  refine ⟨hlim, ?_, fun N hN => ?_⟩
  · -- divide the scaled step by `√N`
    have hr : Tendsto (fun N : ℕ => √(N : ℝ)) atTop atTop :=
      Real.tendsto_sqrt_atTop.comp tendsto_natCast_atTop_atTop
    have key := hlim.mul (hr.const_div_atTop 1)
    rw [mul_zero] at key
    refine key.congr' ?_
    filter_upwards [eventually_ge_atTop 1] with N hN
    have hr0 : √(N : ℝ) ≠ 0 := (Real.sqrt_pos.mpr (Nat.cast_pos.mpr (by omega))).ne'
    field_simp
  · have hn : (N : ℝ) ≠ 0 := Nat.cast_ne_zero.mpr (by omega)
    rw [eq_div_iff hs.ne']
    apply mul_left_cancel₀ hn
    linear_combination hq N hN

end

end LinearMethodSizeScaling
```

```lean
#print axioms LinearMethodSizeScaling.fragment_lowest_iff
-- 'LinearMethodSizeScaling.fragment_lowest_iff' depends on axioms: [propext, Classical.choice, Quot.sound]
#print axioms LinearMethodSizeScaling.linear_step_vanishes
-- 'LinearMethodSizeScaling.linear_step_vanishes' depends on axioms: [propext, Classical.choice, Quot.sound]
```

## The step in a running optimisation

An eigensolver returns \((v_0,v_1)\) with its own normalisation, and the code forms \(p=v_1/v_0\). The result concerns this raw step, before any rescaling or line search, and without sampling noise. A stabilising shift \(aNs\) with fixed \(a\), added to the parameter block of \(H\), only replaces \(h\) by \(h+as\) and leaves the limit unchanged.

The case \(h=0\) shows the scaling without a limit: \(p_N=-(|g|/g)/\sqrt{Ns}\) for every \(N\ge1\). In the normalised eigenvector the current wave function then has weight \(1/(1+Nsp_N^2)=1/2\) at every size. The parameter step shrinks because the derivative state has norm \(\sqrt{Ns}\), while its share of the eigenvector stays fixed.
